# A differentiable local chiral rotation trades the mass angle for an axial potential

Chirality is represented here by a complex matrix $G$ with $G^2=1$, and the Dirac matrices $\gamma^\mu$ are required only to anticommute with it. By the first condition every eigenvalue of $G$ is $+1$ or $-1$, the two possible values of chirality. By the second, $Gv=\pm v$ implies $G\gamma^\mu v=\mp\gamma^\mu v$, so $\gamma^\mu v$, unless it is zero, has the chirality opposite to that of $v$. No spacetime metric or Clifford relation among the $\gamma^\mu$ is needed.

```lean
import Mathlib

open Matrix

namespace LocalChiralRotation

noncomputable section

variable {n ι : Type*} [Fintype n] [DecidableEq n] [Fintype ι] [DecidableEq ι]
```

The finite type `n` labels spinor components and `ι` labels coordinates, which may include time. A position, in this sense, is a function `ι → ℝ`.

```lean
/-- The chiral rotation `R(a) = cos(a/2) - i sin(a/2) G`. -/
def chiralRot (G : Matrix n n ℂ) (a : ℝ) : Matrix n n ℂ :=
  (Real.cos (a / 2) : ℂ) • (1 : Matrix n n ℂ) - (Complex.I * (Real.sin (a / 2) : ℂ)) • G
```

This is $R(a)=\cos(a/2)-i\sin(a/2)\,G$. The symbol `•` denotes multiplication by a scalar.

```lean
/-- The chiral mass factor `cos θ + i sin θ G`. -/
def chiralMass (G : Matrix n n ℂ) (θ : ℝ) : Matrix n n ℂ :=
  (Real.cos θ : ℂ) • (1 : Matrix n n ℂ) + (Complex.I * (Real.sin θ : ℂ)) • G
```

This is the mass factor $M(\theta)=\cos\theta+i\sin\theta\,G$.

```lean
/-- The Dirac operator `∑ γ^μ (i ∂_μ + A_μ + B_μ G) - m (cos θ + i sin θ G)` with vector
potential `A`, axial potential `B`, mass `m` and chiral angle `θ`, all depending on position. -/
def diracOp (γ : ι → Matrix n n ℂ) (G : Matrix n n ℂ) (A B : ι → (ι → ℝ) → ℝ)
    (m θ : (ι → ℝ) → ℝ) (ψ : (ι → ℝ) → n → ℂ) (x : ι → ℝ) : n → ℂ :=
  ∑ μ, γ μ *ᵥ (Complex.I • lineDeriv ℝ ψ x (Pi.single μ 1) + (A μ x : ℂ) • ψ x
    + (B μ x : ℂ) • (G *ᵥ ψ x)) - (m x : ℂ) • (chiralMass G (θ x) *ᵥ ψ x)
```

For a spinor field $\psi$, this reads

$$D\psi=\sum_\mu\gamma^\mu(i\partial_\mu+A_\mu+B_\mu G)\psi-mM(\theta)\psi .$$

The vector potential $A_\mu$, axial potential $B_\mu$, mass $m$ and angle $\theta$ are prescribed real functions of position; the matrices are constant. Units are $\hbar=c=1$, and coupling constants such as the charge are absorbed into $A_\mu$ and $B_\mu$. `*ᵥ` applies a matrix to a vector, and `lineDeriv` along `Pi.single μ 1` is $\partial_\mu$.

## Rotating the matrices

```lean
/-- Chiral rotations compose by adding their angles. -/
theorem chiralRot_mul {G : Matrix n n ℂ} (hG : G * G = 1) (a b : ℝ) :
    chiralRot G a * chiralRot G b = chiralRot G (a + b) := by
  have key : ∀ p q r s : ℂ, (p • (1 : Matrix n n ℂ) - q • G) * (r • (1 : Matrix n n ℂ) - s • G)
      = (p * r + q * s) • (1 : Matrix n n ℂ) - (p * s + q * r) • G := by
    intro p q r s
    simp only [sub_mul, mul_sub, smul_mul_assoc, mul_smul_comm, one_mul, mul_one, hG]
    module
  unfold chiralRot
  rw [key, add_div, Real.cos_add, Real.sin_add]
  simp only [Complex.ofReal_sub, Complex.ofReal_add, Complex.ofReal_mul]
  congr 2
  · linear_combination ((Real.sin (a / 2) : ℂ) * (Real.sin (b / 2) : ℂ)) * Complex.I_sq
  · ring
```

Multiplying out and using $G^2=1$ gives

$$R(a)R(b)=\cos\tfrac{a+b}{2}-i\sin\tfrac{a+b}{2}\,G=R(a+b).$$

In Lean, `key` performs the matrix multiplication; the addition formulas and $i^2=-1$ finish.

```lean
omit [Fintype n] in
private lemma chiralRot_zero (G : Matrix n n ℂ) : chiralRot G 0 = 1 := by
  simp [chiralRot]
```

A zero angle gives $R(0)=1$, so $R(-a)$ is the inverse of $R(a)$.

```lean
private lemma chiralRot_mulVec (G : Matrix n n ℂ) (a : ℝ) (v : n → ℂ) :
    chiralRot G a *ᵥ v = (Real.cos (a / 2) : ℂ) • v
      - (Complex.I * (Real.sin (a / 2) : ℂ)) • (G *ᵥ v) := by
  simp only [chiralRot, Matrix.sub_mulVec, Matrix.smul_mulVec, Matrix.one_mulVec]
```

This writes out $R(a)v$ for a vector $v$.

```lean
/-- A matrix that anticommutes with `G` is unchanged when a chiral rotation
acts on it from both sides. -/
theorem chiralRot_sandwich {G g : Matrix n n ℂ} (hG : G * G = 1) (hg : G * g = -(g * G))
    (a : ℝ) : chiralRot G a * g * chiralRot G a = g := by
  -- moving the rotation through `g` reverses its angle
  have h : chiralRot G a * g = g * chiralRot G (-a) := by
    simp only [chiralRot, sub_mul, mul_sub, smul_mul_assoc, mul_smul_comm, one_mul, mul_one,
      hg, neg_div, Real.cos_neg, Real.sin_neg, Complex.ofReal_neg]
    module
  rw [h, mul_assoc, chiralRot_mul hG, neg_add_cancel, chiralRot_zero, mul_one]
```

Write $g$ for one Dirac matrix. Moving it past $G$ flips a sign, so $R(a)g=gR(-a)$ and

$$R(a)gR(a)=gR(-a)R(a)=g.$$

The Lean proof follows these two steps. Using $R(-a)$ on the left, as in a similarity transformation, does not produce this form: it gives $gR(2a)$ and leaves $M(\theta)$ unchanged.

```lean
/-- A chiral rotation by `a` on both sides lowers the chiral angle of the mass factor by `a`. -/
theorem chiralRot_mass {G : Matrix n n ℂ} (hG : G * G = 1) (a θ : ℝ) :
    chiralRot G a * chiralMass G θ * chiralRot G a = chiralMass G (θ - a) := by
  -- the mass factor is itself a rotation, by the angle `-2θ`
  have h : ∀ t : ℝ, chiralMass G t = chiralRot G (-2 * t) := by
    intro t
    unfold chiralMass chiralRot
    rw [show -2 * t / 2 = -t by ring, Real.cos_neg, Real.sin_neg, Complex.ofReal_neg]
    module
  rw [h, h, chiralRot_mul hG, chiralRot_mul hG]
  congr 1
  ring
```

Since $M(\theta)=R(-2\theta)$, composition gives

$$R(a)M(\theta)R(a)=R(2a-2\theta)=M(\theta-a).$$

The local fact `h` is the first equality.

## Differentiating the rotated spinor

```lean
/-- Product rule for a locally rotated spinor: `(R χ)' = R (χ' - (i α'/2) G χ)`. -/
theorem hasDerivAt_chiralRot {G : Matrix n n ℂ} (hG : G * G = 1) {α : ℝ → ℝ} {χ : ℝ → n → ℂ}
    {α' t : ℝ} {χ' : n → ℂ} (hα : HasDerivAt α α' t) (hχ : HasDerivAt χ χ' t) :
    HasDerivAt (fun s => chiralRot G (α s) *ᵥ χ s)
      (chiralRot G (α t) *ᵥ (χ' - (Complex.I * (α' : ℂ) / 2) • (G *ᵥ χ t))) t := by
  refine hasDerivAt_pi.2 fun i => ?_
  have hχi : ∀ j, HasDerivAt (fun s => χ s j) (χ' j) t := hasDerivAt_pi.1 hχ
  have hGχ : HasDerivAt (fun s => (G *ᵥ χ s) i) ((G *ᵥ χ') i) t := by
    simp only [Matrix.mulVec, dotProduct]
    exact HasDerivAt.fun_sum (fun j _ => (hχi j).const_mul (G i j))
  have hc := ((hα.div_const 2).cos).ofReal_comp
  have hs := ((hα.div_const 2).sin).ofReal_comp
  have h := (hc.fun_mul (hχi i)).fun_sub ((hs.const_mul Complex.I).fun_mul hGχ)
  have hGG : G *ᵥ (G *ᵥ χ t) = χ t := by
    rw [Matrix.mulVec_mulVec, hG, Matrix.one_mulVec]
  convert h using 1
  · funext s
    simp only [chiralRot_mulVec, Pi.sub_apply, Pi.smul_apply, smul_eq_mul]
  · rw [chiralRot_mulVec, Matrix.mulVec_sub, Matrix.mulVec_smul, hGG]
    simp only [Pi.sub_apply, Pi.smul_apply, smul_eq_mul, Complex.ofReal_mul,
      Complex.ofReal_neg, Complex.ofReal_div, Complex.ofReal_ofNat]
    linear_combination ((Real.sin (α t / 2) : ℂ) * (α' : ℂ) / 2 * χ t i) * Complex.I_sq
```

`HasDerivAt α α' t` says that $\alpha$ has derivative $\alpha'$ at $t$. By hand, $R(\alpha)'=-(i\alpha'/2)R(\alpha)G$, hence

$$(R\chi)'=R\left(\chi'-\tfrac{i\alpha'}{2}G\chi\right).$$

Lean differentiates each component, then matches the terms using $G^2=1$ and $i^2=-1$.

```lean
private lemma kinetic {G g : Matrix n n ℂ} (hG : G * G = 1) (hg : G * g = -(g * G))
    (a α' A B : ℝ) (u u' : n → ℂ) :
    chiralRot G a *ᵥ (g *ᵥ (Complex.I •
        (chiralRot G a *ᵥ (u' - (Complex.I * (α' : ℂ) / 2) • (G *ᵥ u)))
        + (A : ℂ) • (chiralRot G a *ᵥ u) + (B : ℂ) • (G *ᵥ (chiralRot G a *ᵥ u))))
      = g *ᵥ (Complex.I • u' + (A : ℂ) • u + ((B + α' / 2 : ℝ) : ℂ) • (G *ᵥ u)) := by
  have hcomm : G * chiralRot G a = chiralRot G a * G := by
    simp [chiralRot, mul_sub, sub_mul]
  have hc : G *ᵥ (chiralRot G a *ᵥ u) = chiralRot G a *ᵥ (G *ᵥ u) := by
    rw [Matrix.mulVec_mulVec, hcomm, ← Matrix.mulVec_mulVec]
  have hv : ∀ p q : n → ℂ, Complex.I • (chiralRot G a *ᵥ p) + (A : ℂ) • (chiralRot G a *ᵥ u)
      + (B : ℂ) • (chiralRot G a *ᵥ q)
      = chiralRot G a *ᵥ (Complex.I • p + (A : ℂ) • u + (B : ℂ) • q) := by
    intro p q
    simp only [Matrix.mulVec_add, Matrix.mulVec_smul]
  have hs : ∀ w : n → ℂ, chiralRot G a *ᵥ (g *ᵥ (chiralRot G a *ᵥ w)) = g *ᵥ w := by
    intro w
    have h := congrArg (fun M => M *ᵥ w) (chiralRot_sandwich hG hg a)
    simpa only [← Matrix.mulVec_mulVec] using h
  rw [hc, hv, hs]
  congr 1
  ext i
  simp only [Pi.add_apply, Pi.smul_apply, Pi.sub_apply, smul_eq_mul, Complex.ofReal_add,
    Complex.ofReal_div, Complex.ofReal_ofNat]
  linear_combination (-((α' : ℂ) / 2) * (G *ᵥ u) i) * Complex.I_sq
```

For one direction, with $u=\chi$ and $u'=\chi'$ at the point, $R$ commutes with $G$ and can be pulled to the left of the bracket. The sandwich identity removes both rotations:

$$g\left[i\left(u'-\tfrac{i\alpha'}{2}Gu\right)+Au+BGu\right]
=g\left[iu'+Au+\left(B+\tfrac{\alpha'}2\right)Gu\right].$$

```lean
private lemma mass_term {G : Matrix n n ℂ} (hG : G * G = 1) (a θ m : ℝ) (u : n → ℂ) :
    chiralRot G a *ᵥ ((m : ℂ) • (chiralMass G θ *ᵥ (chiralRot G a *ᵥ u)))
      = (m : ℂ) • (chiralMass G (θ - a) *ᵥ u) := by
  rw [Matrix.mulVec_smul, ← chiralRot_mass hG a θ]
  simp only [← Matrix.mulVec_mulVec]
```

The mass identity, applied to a vector, gives $R(a)\,mM(\theta)R(a)u=mM(\theta-a)u$.

## The transformed Dirac operator

```lean
/-- A local chiral rotation by `α(x)` lowers the chiral angle of the mass term by `α` and
adds `∂_μ α / 2` to the axial potential. -/
theorem diracOp_chiralRot {γ : ι → Matrix n n ℂ} {G : Matrix n n ℂ} (hG : G * G = 1)
    (hγ : ∀ μ, G * γ μ = -(γ μ * G)) (A B : ι → (ι → ℝ) → ℝ) (m θ : (ι → ℝ) → ℝ)
    {α : (ι → ℝ) → ℝ} {χ : (ι → ℝ) → n → ℂ} {x : ι → ℝ}
    (hα : DifferentiableAt ℝ α x) (hχ : DifferentiableAt ℝ χ x) :
    chiralRot G (α x) *ᵥ diracOp γ G A B m θ (fun y => chiralRot G (α y) *ᵥ χ y) x
      = diracOp γ G A (fun μ y => B μ y + lineDeriv ℝ α y (Pi.single μ 1) / 2) m
          (fun y => θ y - α y) χ x := by
  have hsum : ∀ f : ι → n → ℂ,
      chiralRot G (α x) *ᵥ (∑ μ, f μ) = ∑ μ, chiralRot G (α x) *ᵥ f μ :=
    fun f => map_sum (Matrix.mulVecLin (chiralRot G (α x))) f Finset.univ
  simp only [diracOp]
  rw [Matrix.mulVec_sub, hsum, mass_term hG]
  congr 1
  refine Finset.sum_congr rfl fun μ _ => ?_
  -- differentiate the rotated spinor along the coordinate axis `μ`
  have h1 : HasDerivAt (fun t : ℝ => α (x + t • (Pi.single μ 1 : ι → ℝ)))
      (lineDeriv ℝ α x (Pi.single μ 1)) 0 := hα.lineDifferentiableAt.hasLineDerivAt
  have h2 : HasDerivAt (fun t : ℝ => χ (x + t • (Pi.single μ 1 : ι → ℝ)))
      (lineDeriv ℝ χ x (Pi.single μ 1)) 0 := hχ.lineDifferentiableAt.hasLineDerivAt
  have h3 := hasDerivAt_chiralRot hG h1 h2
  simp only [zero_smul, add_zero] at h3
  have hd : lineDeriv ℝ (fun y => chiralRot G (α y) *ᵥ χ y) x (Pi.single μ 1) = _ := h3.deriv
  rw [hd]
  exact kinetic hG (hγ μ) _ _ _ _ _ _
```

Write $D_{B,\theta}$ for $D$ with axial potential $B$ and angle $\theta$, the fields $A$ and $m$ being fixed. If $\alpha$ and $\chi$ are differentiable at $x$, then at that point

$$R(\alpha)D_{B,\theta}(R(\alpha)\chi)
=D_{B+\partial\alpha/2,\;\theta-\alpha}\chi .$$

The proof distributes $R$ over the sum, applies the product rule along each axis, and uses `kinetic` and `mass_term`. For a single particle in prescribed external fields, a position-dependent mass angle can thus be traded for an axial potential at every point where the angle is differentiable; boundary conditions are not treated. The fermionic measure and its anomaly are not part of this model.

```lean
/-- In one dimension, rotating by the chiral angle `θ(x)` of the mass term leaves an ordinary mass
`m` and the axial potential term `(θ'/2) g G χ`. -/
theorem chiralRot_one_dim {G g : Matrix n n ℂ} (hG : G * G = 1) (hg : G * g = -(g * G))
    (m : ℝ) {θ : ℝ → ℝ} {χ : ℝ → n → ℂ} {θ' x : ℝ} {χ' : n → ℂ}
    (hθ : HasDerivAt θ θ' x) (hχ : HasDerivAt χ χ' x) :
    chiralRot G (θ x) *ᵥ (g *ᵥ (Complex.I • deriv (fun y => chiralRot G (θ y) *ᵥ χ y) x)
        - (m : ℂ) • (chiralMass G (θ x) *ᵥ (chiralRot G (θ x) *ᵥ χ x)))
      = g *ᵥ (Complex.I • χ') + ((θ' / 2 : ℝ) : ℂ) • (g *ᵥ (G *ᵥ χ x)) - (m : ℂ) • χ x := by
  have k := kinetic hG hg (θ x) θ' 0 0 (χ x) χ'
  simp only [Complex.ofReal_zero, zero_smul, add_zero, zero_add] at k
  have h0 : chiralMass G 0 = 1 := by simp [chiralMass]
  rw [(hasDerivAt_chiralRot hG hθ hχ).deriv, Matrix.mulVec_sub, k, mass_term hG, sub_self, h0,
    Matrix.one_mulVec]
  simp only [Matrix.mulVec_add, Matrix.mulVec_smul]
```

Setting $\alpha=\theta$ and $A=B=0$ in one dimension gives

$$R[ig(R\chi)'-mM(\theta)R\chi]
=ig\chi'+\tfrac{\theta'}2gG\chi-m\chi .$$

The mass $m$ is constant here, and with a single coordinate there is no separate time derivative or energy term. The proof uses $M(0)=1$.

For a numerical instance, take $G=\sigma_z$, $g=\sigma_x$, $m=3$, $\theta(x)=\pi/2+2x$ and constant $\chi=(1,0)^T$, at $x=0$. Then $R\chi=(e^{-i\pi/4},0)^T$ and $i(R\chi)'=(e^{-i\pi/4},0)^T$. The bracket is $(-3e^{i\pi/4},e^{-i\pi/4})^T$, and $R=\mathrm{diag}(e^{-i\pi/4},e^{i\pi/4})$ turns it into $(-3,1)^T$. On the right, the axial term gives $(0,1)^T$ and the mass term $(-3,0)^T$, with the same sum.

```lean
/-- The rotated spinor `R(θ) χ` satisfies the Dirac equation with chiral angle `θ` at a point
exactly when `χ` satisfies there the one with zero chiral angle and `∂_μ θ / 2` added to
the axial potential. -/
theorem dirac_equation_iff {γ : ι → Matrix n n ℂ} {G : Matrix n n ℂ} (hG : G * G = 1)
    (hγ : ∀ μ, G * γ μ = -(γ μ * G)) (A B : ι → (ι → ℝ) → ℝ) (m : (ι → ℝ) → ℝ)
    {θ : (ι → ℝ) → ℝ} {χ : (ι → ℝ) → n → ℂ} {x : ι → ℝ}
    (hθ : DifferentiableAt ℝ θ x) (hχ : DifferentiableAt ℝ χ x) :
    diracOp γ G A B m θ (fun y => chiralRot G (θ y) *ᵥ χ y) x = 0 ↔
      diracOp γ G A (fun μ y => B μ y + lineDeriv ℝ θ y (Pi.single μ 1) / 2) m
        (fun _ => 0) χ x = 0 := by
  have main := diracOp_chiralRot hG hγ A B m θ hθ hχ
  simp only [sub_self] at main
  rw [← main]
  constructor
  · intro h
    rw [h, Matrix.mulVec_zero]
  · intro h
    -- undo the rotation
    have h' := congrArg (fun v => chiralRot G (-θ x) *ᵥ v) h
    simpa only [Matrix.mulVec_mulVec, chiralRot_mul hG, neg_add_cancel, chiralRot_zero,
      Matrix.one_mulVec, Matrix.mulVec_zero] using h'
```

At a point where $\theta$ and $\chi$ are differentiable, $R(\theta)\chi$ solves the equation with mass angle $\theta$ exactly when $\chi$ solves the one with angle zero and axial potential $B_\mu+\partial_\mu\theta/2$. One direction multiplies by $R(\theta)$; the other undoes this with $R(-\theta)$. Existence of solutions is not addressed.

```lean
/-- The matrices `G = σ_z`, `γ⁰ = σ_x`, `γ¹ = i σ_y` satisfy `G² = 1` and `G γ^μ = -γ^μ G`. -/
theorem chiral_algebra_witness :
    (!![1, 0; 0, -1] : Matrix (Fin 2) (Fin 2) ℂ) * !![1, 0; 0, -1] = 1 ∧
    (!![1, 0; 0, -1] : Matrix (Fin 2) (Fin 2) ℂ) * !![0, 1; 1, 0]
      = -(!![0, 1; 1, 0] * !![1, 0; 0, -1]) ∧
    (!![1, 0; 0, -1] : Matrix (Fin 2) (Fin 2) ℂ) * !![0, 1; -1, 0]
      = -(!![0, 1; -1, 0] * !![1, 0; 0, -1]) := by
  refine ⟨?_, ?_, ?_⟩ <;> ext i j <;> fin_cases i <;> fin_cases j <;>
    simp [Matrix.mul_apply, Fin.sum_univ_succ]

end

end LocalChiralRotation
```

The matrices $G=\sigma_z$, $\gamma^0=\sigma_x$ and $\gamma^1=i\sigma_y$ satisfy the algebraic hypotheses. Lean checks the three matrix equations entry by entry.

```lean
#print axioms LocalChiralRotation.diracOp_chiralRot
#print axioms LocalChiralRotation.chiralRot_one_dim
#print axioms LocalChiralRotation.dirac_equation_iff
```

```
'LocalChiralRotation.diracOp_chiralRot' depends on axioms: [propext, Classical.choice, Quot.sound]
'LocalChiralRotation.chiralRot_one_dim' depends on axioms: [propext, Classical.choice, Quot.sound]
'LocalChiralRotation.dirac_equation_iff' depends on axioms: [propext, Classical.choice, Quot.sound]
```
